# Real origin shifts preserve every multipole intensity coefficient, but not the squared first moment

To compute an X-ray absorption intensity beyond the dipole approximation, one can expand the plane wave $e^{ikx}$ in powers of the wave number $k$, evaluate transition moments about a chosen origin, and collect their products by total power of $k$. The problems below show that the collected coefficients do not depend on the origin, while the squared first moment taken alone generally does. For a single transition and one coordinate along the propagation direction, this bears on core spectra of heavy elements from relativistic response calculations, where $k$ is large enough for terms beyond the dipole to matter.

## Moments, amplitude and intensity coefficients

Let $x$ be the coordinate along the propagation direction. In a four-component calculation the moments can be read as $T_n=\langle f|x^n\alpha_\varepsilon|i\rangle$, with initial state $i$, final state $f$ and $\alpha_\varepsilon$ the Dirac matrix along the polarisation. Then $T_0$ is the electric-dipole moment in velocity form, and $T_1$ contains the magnetic-dipole and electric-quadrupole contributions. The file takes less for granted: `T : ℕ → ℂ` is any sequence of complex numbers.

```lean
import Mathlib

open Complex ComplexConjugate

namespace MultipoleOrigin

noncomputable section
```

For a real displacement $a$ of the origin, the moments $T_n(a)$ are defined by

$$T_n(a)=\sum_{j=0}^{n}\binom nj(-a)^{n-j}T_j .$$

```lean
/-- The transition moments after the origin is moved by the real distance `a`,
expressed through the moments `T` about the old origin. -/
def shiftMoments (a : ℝ) (T : ℕ → ℂ) (n : ℕ) : ℂ :=
  ∑ j ∈ Finset.range (n + 1), (n.choose j : ℂ) * (-(a : ℂ)) ^ (n - j) * T j
```

The amplitude is $A(k)=\sum_n c_nk^n$ with $c_n=i^nT_n/n!$, which is the expansion of $\langle f|e^{ikx}\alpha_\varepsilon|i\rangle$. Prefactors common to all orders are left out.

```lean
/-- The coefficient of `k ^ n` in the multipole expansion of the transition amplitude,
`i ^ n T_n / n!`. -/
def amplitudeCoeff (T : ℕ → ℂ) (n : ℕ) : ℂ :=
  I ^ n * T n / (n.factorial : ℂ)
```

The intensity coefficient of order $m$ is $W_m=\sum_{p+q=m}c_p\overline{c_q}$, where the bar denotes complex conjugation. In Lean the pairs $(p,q)$ are the elements of `antidiagonal m`. Below, $c_n(a)$, $A_a(k)$ and $W_m(a)$ are built in the same way from the shifted moments.

```lean
/-- The intensity coefficient of order `m`: the sum of all products of an amplitude coefficient and
a conjugate amplitude coefficient whose orders add up to `m`. -/
def intensityCoeff (T : ℕ → ℂ) (m : ℕ) : ℂ :=
  ∑ p ∈ Finset.HasAntidiagonal.antidiagonal m,
    amplitudeCoeff T p.1 * conj (amplitudeCoeff T p.2)
```

## (a) The shift formula from linearity

Let $L$ be a linear map from complex polynomials in $X$ to $\mathbb C$, and let $T_j=L(X^j)$. Show that

$$L\big((X-a)^n\big)=T_n(a).$$

The binomial theorem gives $(X-a)^n=\sum_{j=0}^n\binom nj(-a)^{n-j}X^j$. Since $L$ is linear, it acts on each $X^j$ and leaves the scalar factors in front, which is the defining sum of $T_n(a)$.

The physical choice is $L(p)=\langle f|p(x)\alpha_\varepsilon|i\rangle$. It is linear for approximate states too, provided that all the moments are finite and come from the same pair of states and the same operator. Moments obtained with different approximations for different $n$ need not obey the formula.

In the proof, `add_pow` expands the power, `h` gathers the scalar factors of one term, and `map_smul` takes them out of `L`.

```lean
/-- For any linear transition functional `L` on polynomials in the coordinate, the moments
of `X - a` follow from the moments of `X` by the binomial shift formula. -/
theorem moment_shift (L : Polynomial ℂ →ₗ[ℂ] ℂ) (a : ℝ) (n : ℕ) :
    L ((Polynomial.X - Polynomial.C (a : ℂ)) ^ n) =
      shiftMoments a (fun j => L (Polynomial.X ^ j)) n := by
  rw [sub_eq_add_neg, add_pow, map_sum, shiftMoments]
  refine Finset.sum_congr rfl fun j _ => ?_
  -- collect the scalar factors and pull them out of the functional
  have h : (Polynomial.X : Polynomial ℂ) ^ j * (-Polynomial.C (a : ℂ)) ^ (n - j)
      * (n.choose j : Polynomial ℂ)
      = ((n.choose j : ℂ) * (-(a : ℂ)) ^ (n - j)) • Polynomial.X ^ j := by
    rw [Polynomial.smul_eq_C_mul]
    simp only [map_mul, map_pow, map_neg, map_natCast]
    ring
  rw [h, map_smul, smul_eq_mul]
```

## (b) A displaced origin gives a phase

Show that, as formal power series in $k$,

$$A_a(k)=A(k)\,e^{-ika}.$$

The coefficient of $k^n$ on the left is

$$\frac{i^n}{n!}\sum_{j=0}^n\binom nj(-a)^{n-j}T_j
=\sum_{j=0}^n\frac{i^jT_j}{j!}\,\frac{(-ia)^{n-j}}{(n-j)!},$$

because $\binom nj/n!=1/\big(j!\,(n-j)!\big)$ and $i^n=i^j\,i^{n-j}$. The right-hand side is the coefficient of $k^n$ in the product of $A(k)$ and $e^{-ika}$.

Lean writes the amplitude as `PowerSeries.mk (amplitudeCoeff T)` and the phase as the exponential series with its variable rescaled by $-ia$. No convergence is involved, since the equation compares coefficients. The proof does so with `ext n`, sets $n=j+d$, splits the factorial in `h`, and closes each term with `linear_combination`.

```lean
/-- Moving the origin by `a` multiplies the amplitude, as a power series in `k`, by the
phase factor `exp (-i k a)`. -/
theorem amplitude_shift (a : ℝ) (T : ℕ → ℂ) :
    PowerSeries.mk (amplitudeCoeff (shiftMoments a T)) =
      PowerSeries.mk (amplitudeCoeff T) *
        PowerSeries.rescale (-(I * (a : ℂ))) (PowerSeries.exp ℂ) := by
  ext n
  rw [PowerSeries.coeff_mk, PowerSeries.coeff_mul,
    Finset.Nat.sum_antidiagonal_eq_sum_range_succ_mk]
  simp only [PowerSeries.coeff_mk, PowerSeries.coeff_rescale, PowerSeries.coeff_exp,
    amplitudeCoeff, shiftMoments, Finset.mul_sum, Finset.sum_div]
  refine Finset.sum_congr rfl fun j hj => ?_
  obtain ⟨d, rfl⟩ := Nat.exists_eq_add_of_le (Nat.lt_succ_iff.mp (Finset.mem_range.mp hj))
  -- the binomial coefficient splits the factorial
  have h : ((j + d).choose j : ℂ) / ((j + d).factorial : ℂ)
      = 1 / (j.factorial : ℂ) * (1 / (d.factorial : ℂ)) := by
    have h0 : ((j + d).factorial : ℂ) ≠ 0 := Nat.cast_ne_zero.mpr (Nat.factorial_ne_zero _)
    have h1 : (j.factorial : ℂ) ≠ 0 := Nat.cast_ne_zero.mpr (Nat.factorial_ne_zero _)
    have h2 : (d.factorial : ℂ) ≠ 0 := Nat.cast_ne_zero.mpr (Nat.factorial_ne_zero _)
    rw [Nat.cast_add_choose ℂ]
    field_simp
  have hq : algebraMap ℚ ℂ (1 / (d.factorial : ℚ)) = 1 / (d.factorial : ℂ) := by simp
  rw [Nat.add_sub_cancel_left, hq, show -(I * (a : ℂ)) = I * (-(a : ℂ)) by ring, mul_pow]
  linear_combination (I ^ (j + d) * (-(a : ℂ)) ^ d * T j) * h
```

## (c) Every intensity coefficient is invariant

Show that for every order $m$ and every real $a$

$$W_m(a)=W_m .$$

Let $\bar A(k)=\sum_n\overline{c_n}\,k^n$, where $k$ is not conjugated because it stands for a real number. Then $W_m$ is the coefficient of $k^m$ in $A\bar A$. Since $a$ is real, conjugating the coefficients of $e^{-ika}$ gives those of $e^{ika}$, and with (b)

$$A_a\bar A_a=A\,e^{-ika}\,\bar A\,e^{ika}=A\bar A .$$

The two phases multiply to one as formal series: the coefficient of $k^m$ in their product is $(-ia+ia)^m/m!$, which is $1$ for $m=0$ and $0$ otherwise.

The steps have names in the code: `key` identifies $W_m$ with a coefficient of $A\bar A$, `hconj` conjugates the phase, and `hphase` is the cancellation.

```lean
/-- Every coefficient of the squared modulus of the multipole amplitude is unchanged when
the origin is moved by a real distance. -/
theorem intensity_origin_independent (a : ℝ) (T : ℕ → ℂ) (m : ℕ) :
    intensityCoeff (shiftMoments a T) m = intensityCoeff T m := by
  have key : ∀ (S : ℕ → ℂ) (r : ℕ), intensityCoeff S r = PowerSeries.coeff r
      (PowerSeries.mk (amplitudeCoeff S) *
        PowerSeries.map (starRingEnd ℂ) (PowerSeries.mk (amplitudeCoeff S))) := by
    intro S r
    simp only [intensityCoeff, PowerSeries.coeff_mul, PowerSeries.coeff_map,
      PowerSeries.coeff_mk]
  -- conjugation reverses the phase
  have hconj : PowerSeries.map (starRingEnd ℂ)
      (PowerSeries.rescale (-(I * (a : ℂ))) (PowerSeries.exp ℂ)) =
      PowerSeries.rescale (I * (a : ℂ)) (PowerSeries.exp ℂ) := by
    ext n
    simp [PowerSeries.coeff_rescale, PowerSeries.coeff_exp]
  have hphase : PowerSeries.rescale (-(I * (a : ℂ))) (PowerSeries.exp ℂ) *
      PowerSeries.rescale (I * (a : ℂ)) (PowerSeries.exp ℂ) = 1 := by
    rw [PowerSeries.exp_mul_exp_eq_exp_add, neg_add_cancel]
    simp
  rw [key, key, amplitude_shift, map_mul (PowerSeries.map (starRingEnd ℂ)), hconj]
  congr 1
  linear_combination (PowerSeries.mk (amplitudeCoeff T) *
    PowerSeries.map (starRingEnd ℂ) (PowerSeries.mk (amplitudeCoeff T))) * hphase
```

The same argument applies to two moment sequences $T$ and $U$ about a common origin, for instance for two polarisations. Both amplitudes acquire the same phase, so every coefficient of the product of one with the conjugate of the other is invariant as well; this two-sequence version is not proved in the file.

## (d) The coefficients sum to the intensity

Let $k$ be real and suppose that $\sum_n|c_nk^n|$ is finite. Show that

$$\sum_{m=0}^\infty W_mk^m=\Big|\sum_{n=0}^\infty c_nk^n\Big|^2 .$$

Write the squared modulus as the amplitude times its conjugate. Both series converge absolutely, so their product may be grouped by total order:

$$\sum_{m}\sum_{p+q=m}c_pk^p\,\overline{c_qk^q}=\sum_m\Big(\sum_{p+q=m}c_p\overline{c_q}\Big)k^m .$$

The last step uses $\overline{k^q}=k^q$.

The summability hypothesis `h` says that the multipole expansion converges absolutely at the wave number in question. For a transition density along $x$ bounded by a multiple of $e^{-\beta|x|}$ with $\beta>0$, the moments are bounded by a constant times $n!/\beta^n$, and the condition is met for $|k|<\beta$. The theorem gives no estimate of the error made by stopping at a finite order.

In Lean, `HasSum` states that the series converges to the given value, here a real number regarded as complex. The proof obtains summability of the conjugate series in `hg`, applies Mathlib's theorem on Cauchy products, and matches the terms to $W_mk^m$ in `e`.

```lean
/-- At a real wave number `k` where the multipole expansion converges absolutely, the
intensity coefficients sum to the squared modulus of the amplitude. -/
theorem intensity_hasSum (T : ℕ → ℂ) (k : ℝ)
    (h : Summable fun n => ‖amplitudeCoeff T n * (k : ℂ) ^ n‖) :
    HasSum (fun m => intensityCoeff T m * (k : ℂ) ^ m)
      ((‖∑' n, amplitudeCoeff T n * (k : ℂ) ^ n‖ ^ 2 : ℝ) : ℂ) := by
  have hg : Summable fun n => ‖conj (amplitudeCoeff T n * (k : ℂ) ^ n)‖ := by
    simpa only [RCLike.norm_conj] using h
  -- Cauchy product of the amplitude with its conjugate
  have hs := (summable_norm_sum_mul_antidiagonal_of_summable_norm h hg).of_norm.hasSum
  rw [← tsum_mul_tsum_eq_tsum_sum_antidiagonal_of_summable_norm h hg,
    ← Complex.conj_tsum, Complex.mul_conj, Complex.normSq_eq_norm_sq] at hs
  have e : (fun m => intensityCoeff T m * (k : ℂ) ^ m) = fun m =>
      ∑ p ∈ Finset.HasAntidiagonal.antidiagonal m, (amplitudeCoeff T p.1 * (k : ℂ) ^ p.1) *
        conj (amplitudeCoeff T p.2 * (k : ℂ) ^ p.2) := by
    funext m
    rw [intensityCoeff, Finset.sum_mul]
    refine Finset.sum_congr rfl fun p hp => ?_
    rw [← Finset.HasAntidiagonal.mem_antidiagonal.mp hp, pow_add, map_mul, map_pow,
      conj_ofReal]
    ring
  rw [e]
  exact hs
```

## (e) The second-order coefficient

Show that

$$W_2=|T_1|^2-\operatorname{Re}\big(\overline{T_0}\,T_2\big).$$

The first amplitude coefficients are $c_0=T_0$, $c_1=iT_1$ and $c_2=-T_2/2$. Therefore

$$W_2=c_0\overline{c_2}+c_1\overline{c_1}+c_2\overline{c_0}
=-\tfrac12T_0\overline{T_2}+|T_1|^2-\tfrac12T_2\overline{T_0},$$

and the two outer terms, which are conjugates of each other, add up to $-\operatorname{Re}(\overline{T_0}T_2)$.

The facts `c0`, `c1` and `c2` are these three coefficients. The proof then lists the pairs $(0,2),(1,1),(2,0)$ and uses $i^2=-1$.

```lean
/-- The second-order intensity coefficient is the squared first moment minus the
interference of the zeroth and second moments. -/
theorem intensityCoeff_two (T : ℕ → ℂ) :
    intensityCoeff T 2 = ((‖T 1‖ ^ 2 - (conj (T 0) * T 2).re : ℝ) : ℂ) := by
  have c0 : amplitudeCoeff T 0 = T 0 := by simp [amplitudeCoeff]
  have c1 : amplitudeCoeff T 1 = I * T 1 := by simp [amplitudeCoeff]
  have c2 : amplitudeCoeff T 2 = -(T 2) / 2 := by simp [amplitudeCoeff, Nat.factorial]
  have h1 : ((‖T 1‖ ^ 2 : ℝ) : ℂ) = T 1 * conj (T 1) := by
    rw [Complex.mul_conj, Complex.normSq_eq_norm_sq]
  rw [ofReal_sub, h1, Complex.re_eq_add_conj, intensityCoeff,
    show Finset.HasAntidiagonal.antidiagonal (2 : ℕ) = {(0, 2), (1, 1), (2, 0)} from rfl,
    Finset.sum_insert (by decide), Finset.sum_insert (by decide), Finset.sum_singleton]
  simp only [c0, c1, c2, map_mul, map_div₀, map_neg, conj_I, conj_conj, map_ofNat]
  linear_combination (-(T 1 * conj (T 1))) * I_sq
```

## (f) What must accompany the squared first moment

Show that

$$|T_1(a)|^2-\operatorname{Re}\big(\overline{T_0(a)}\,T_2(a)\big)=|T_1|^2-\operatorname{Re}\big(\overline{T_0}\,T_2\big).$$

By (e) the two sides are $W_2(a)$ and $W_2$, and by (c) these are equal. The cancellation can also be seen directly from $T_0(a)=T_0$, $T_1(a)=T_1-aT_0$ and $T_2(a)=T_2-2aT_1+a^2T_0$. The squared first moment changes by $-2a\operatorname{Re}(\overline{T_0}T_1)+a^2|T_0|^2$, and $\operatorname{Re}(\overline{T_0}T_2)$ changes by the same amount.

As an instance, take the relative values $T_0=1$, $T_1=1+i$ and $T_2=3$, with a common small factor divided out of all the moments, and $a=3$. The shifted moments are $T_1(3)=-2+i$ and $T_2(3)=6-6i$. The squared first moment rises from $2$ to $5$, while the full combination is $2-3=-1$ before the shift and $5-6=-1$ after it. The negative value is allowed, because $W_2$ is a correction to the leading term $W_0=|T_0|^2$ and not an intensity by itself.

The Lean proof follows the first route: it rewrites (c) at $m=2$ with (e) on both sides, then passes from complex to real numbers with `Complex.ofReal_injective`.

```lean
/-- The squared first moment minus its interference partner, built from the zeroth and
second moments, does not depend on the origin. -/
theorem second_order_origin_independent (a : ℝ) (T : ℕ → ℂ) :
    ‖shiftMoments a T 1‖ ^ 2 - (conj (shiftMoments a T 0) * shiftMoments a T 2).re =
      ‖T 1‖ ^ 2 - (conj (T 0) * T 2).re := by
  have h := intensity_origin_independent a T 2
  rw [intensityCoeff_two, intensityCoeff_two] at h
  exact Complex.ofReal_injective h
```

## (g) When the squared first moment is unbounded

Show that

$$\big(\text{for every real }C\text{ there is a real }a\text{ with }|T_1(a)|^2>C\big)\iff T_0\neq0 .$$

The shift formula at $n=1$ is $T_1(a)=T_1-aT_0$. If $T_0=0$, the first moment does not move, and no shift takes its square above $C=|T_1|^2$. If $T_0\neq0$, choose

$$a=\frac{|T_1|+|C|+1}{|T_0|}.$$

Then $|aT_0|=|T_1|+|C|+1$, and the reverse triangle inequality gives $|T_1(a)|\ge|aT_0|-|T_1|=|C|+1$. Hence $|T_1(a)|^2\ge(|C|+1)^2>C$.

In the four-component reading, the squared first moment of a transition that is dipole-allowed for the chosen polarisation can thus be made as large as one likes by moving the origin. With the moments of the instance in (f), $a=101$ gives $|T_1(a)|^2=|-100+i|^2=10001$, while $W_2$ is still $-1$.

In the code, `hshift` is the formula for $T_1(a)$. The first direction tests the bound $|T_1|^2$; the second supplies the shift above, with `hn` for $|aT_0|$ and `tri` for the reverse triangle inequality.

```lean
/-- The squared modulus of the first moment alone exceeds every bound under shifts of the
origin exactly when the zeroth moment is nonzero. -/
theorem first_moment_unbounded_iff (T : ℕ → ℂ) :
    (∀ C : ℝ, ∃ a : ℝ, C < ‖shiftMoments a T 1‖ ^ 2) ↔ T 0 ≠ 0 := by
  have hshift : ∀ a : ℝ, shiftMoments a T 1 = T 1 - (a : ℂ) * T 0 := by
    intro a
    simp [shiftMoments, Finset.sum_range_succ]
    ring
  constructor
  · intro h h0
    obtain ⟨a, ha⟩ := h (‖T 1‖ ^ 2)
    rw [hshift, h0, mul_zero, sub_zero] at ha
    exact lt_irrefl _ ha
  · intro h0 C
    have hpos : 0 < ‖T 0‖ := norm_pos_iff.mpr h0
    -- a shift large enough to outweigh the original first moment
    refine ⟨(‖T 1‖ + |C| + 1) / ‖T 0‖, ?_⟩
    rw [hshift]
    have hn : ‖(((‖T 1‖ + |C| + 1) / ‖T 0‖ : ℝ) : ℂ) * T 0‖ = ‖T 1‖ + |C| + 1 := by
      rw [norm_mul, Complex.norm_real, Real.norm_of_nonneg (by positivity),
        div_mul_cancel₀ _ hpos.ne']
    have tri := norm_sub_norm_le ((((‖T 1‖ + |C| + 1) / ‖T 0‖ : ℝ) : ℂ) * T 0) (T 1)
    rw [hn, norm_sub_rev] at tri
    have hx : |C| + 1 ≤ ‖T 1 - (((‖T 1‖ + |C| + 1) / ‖T 0‖ : ℝ) : ℂ) * T 0‖ := by
      linarith
    have hsq := pow_le_pow_left₀ (by positivity) hx 2
    nlinarith [le_abs_self C, abs_nonneg C, sq_nonneg |C|]

end

end MultipoleOrigin
```

```lean
#print axioms MultipoleOrigin.moment_shift
#print axioms MultipoleOrigin.intensity_hasSum
#print axioms MultipoleOrigin.second_order_origin_independent
#print axioms MultipoleOrigin.first_moment_unbounded_iff
```

```
'MultipoleOrigin.moment_shift' depends on axioms: [propext, Classical.choice, Quot.sound]
'MultipoleOrigin.intensity_hasSum' depends on axioms: [propext, Classical.choice, Quot.sound]
'MultipoleOrigin.second_order_origin_independent' depends on axioms: [propext, Classical.choice, Quot.sound]
'MultipoleOrigin.first_moment_unbounded_iff' depends on axioms: [propext, Classical.choice, Quot.sound]
```
